# For occupations between 0 and 1, the spread tr(ρX(1−ρ)X) is independent of the origin exactly when ρ is a projector

Take a finite cluster whose orbitals near the Fermi level have been given fractional occupations by smearing. When every spin orbital is either empty or holds one electron, the one-particle density matrix $\rho$ over spin orbitals is a projector, and

$$S(X)=\operatorname{tr}\big(\rho X(1-\rho)X\big)$$

measures how strongly the position matrix $X$ connects occupied to empty states. The same formula can be evaluated with smeared occupations. Does the result still describe the electrons alone, or does it also depend on where the coordinate origin was put?

## Density matrix, position and spread

The model is non-interacting and finite. Both $\rho$ and $X$ are complex square matrices in an orthonormal basis labelled by a finite type `n`, and $X$ represents one Cartesian component of position. The complement $1-\rho$ and the product $X^2$ are formed within this basis, so $X^2$ is the square of the matrix $X$ and not the matrix of the operator $x^2$. The position operator of an infinite crystal is not described.

```lean
import Mathlib

open Matrix
open scoped ComplexOrder

namespace SmearedQuantumMetric

variable {n : Type*} [Fintype n] [DecidableEq n]
```

The spread is defined as a complex trace, with no real part taken.

```lean
/-- The spread `tr(ρ X (1 - ρ) X)` of the position matrix `X` in a state with
one-particle density matrix `ρ`. -/
def spread (ρ X : Matrix n n ℂ) : ℂ := trace (ρ * X * (1 - ρ) * X)
```

For an idempotent $\rho$, $S(X)$ is, in this finite one-particle setting, the gauge-invariant part of the Wannier spread along one direction, the quantity that the quantum metric describes in a band insulator.

In a calculation, let $f_k$ be the eigenvalues of $\rho$ and $X_{kl}$ the position matrix elements between its eigenvectors. For Hermitian $X$ the spread is then the double sum

$$S(X)=\sum_{k,l} f_k(1-f_l)\,|X_{kl}|^2 .$$

With fractional $f_k$, the diagonal terms $f_k(1-f_k)|X_{kk}|^2$ enter, and $X_{kk}$ depends on the origin.

## A commutator and a smearing term

The squared Frobenius norm of a matrix $A$ is $\|A\|_F^2=\sum_{i,j}|A_{ij}|^2$.

```lean
/-- The squared Frobenius norm: the sum of the squared moduli of all entries. -/
noncomputable def frobSq (A : Matrix n n ℂ) : ℝ := ∑ i, ∑ j, ‖A i j‖ ^ 2
```

Since $(A^\dagger A)_{jj}=\sum_i \overline{A_{ij}}A_{ij}$, summing over $j$ gives $\|A\|_F^2=\operatorname{tr}(A^\dagger A)$. The proof exchanges the two sums and compares them term by term.

```lean
omit [DecidableEq n] in
/-- The squared Frobenius norm of `A` is the trace of `A† A`. -/
theorem frobSq_eq_trace (A : Matrix n n ℂ) : (frobSq A : ℂ) = trace (Aᴴ * A) := by
  simp only [frobSq, trace, diag_apply, mul_apply, conjTranspose_apply]
  push_cast
  rw [Finset.sum_comm]
  refine Finset.sum_congr rfl fun j _ => Finset.sum_congr rfl fun i _ => ?_
  exact (Complex.conj_mul' _).symm
```

Now let $\rho$ and $X$ be Hermitian and put $A=\rho X-X\rho$. Then $A^\dagger=X\rho-\rho X$, and

$$A^\dagger A = X\rho^2X-X\rho X\rho-\rho X\rho X+\rho X^2\rho .$$

By cyclicity of the trace, the first and last terms both give $\operatorname{tr}(\rho^2X^2)$, and the middle two both give $-\operatorname{tr}(\rho X\rho X)$. Hence

$$\tfrac12\|A\|_F^2=\operatorname{tr}(\rho^2X^2)-\operatorname{tr}(\rho X\rho X).$$

Adding $\operatorname{tr}((\rho-\rho^2)X^2)=\operatorname{tr}(\rho X^2)-\operatorname{tr}(\rho^2X^2)$ leaves $\operatorname{tr}(\rho X^2)-\operatorname{tr}(\rho X\rho X)$, which is $S(X)$:

$$S(X)=\tfrac12\|\rho X-X\rho\|_F^2+\operatorname{tr}\big((\rho-\rho^2)X^2\big).$$

No bound on the occupations is used. In the code, `e1`, `e2` and `e3` are the expansions, and `t1`, `t2` and `t3` are the uses of cyclicity.

```lean
/-- For Hermitian `ρ` and `X`, the spread is half the squared Frobenius norm of the
commutator of `ρ` and `X`, plus the smearing term `tr((ρ - ρ²) X²)`. -/
theorem spread_eq_commutator_add_smearing {ρ X : Matrix n n ℂ}
    (hρ : ρ.IsHermitian) (hX : X.IsHermitian) :
    spread ρ X = (frobSq (ρ * X - X * ρ) : ℂ) / 2 + trace ((ρ - ρ ^ 2) * X ^ 2) := by
  have hc : (ρ * X - X * ρ)ᴴ = X * ρ - ρ * X := by
    rw [conjTranspose_sub, conjTranspose_mul, conjTranspose_mul, hρ.eq, hX.eq]
  rw [spread, frobSq_eq_trace, hc]
  -- expand all products
  have e1 : (X * ρ - ρ * X) * (ρ * X - X * ρ)
      = X * (ρ * ρ * X) - X * ρ * X * ρ - ρ * X * ρ * X + ρ * X * X * ρ := by
    noncomm_ring
  have e2 : ρ * X * (1 - ρ) * X = ρ * X * X - ρ * X * ρ * X := by noncomm_ring
  have e3 : (ρ - ρ ^ 2) * X ^ 2 = ρ * X * X - ρ * ρ * X * X := by noncomm_ring
  -- cyclicity of the trace leaves three independent traces
  have t1 : trace (X * (ρ * ρ * X)) = trace (ρ * ρ * X * X) := trace_mul_comm _ _
  have t2 : trace (X * ρ * X * ρ) = trace (ρ * X * ρ * X) := by
    rw [trace_mul_comm (X * ρ * X) ρ]
    simp only [Matrix.mul_assoc]
  have t3 : trace (ρ * X * X * ρ) = trace (ρ * ρ * X * X) := by
    rw [trace_mul_comm (ρ * X * X) ρ]
    simp only [Matrix.mul_assoc]
  rw [e1, e2, e3]
  simp only [trace_add, trace_sub, t1, t2, t3]
  ring
```

## Moving the origin

Moving the origin by $-c$, with $c$ a real number, replaces $X$ by $X+c$, where the added $c$ stands for $c$ times the identity matrix. The commutator is unaffected, so any change comes from the smearing term. Direct expansion gives

$$\rho(X+c)(1-\rho)(X+c)=\rho X(1-\rho)X+c\,\rho X(1-\rho)+c\,\rho(1-\rho)X+c^2\rho(1-\rho).$$

The two linear terms have the same trace, because $\operatorname{tr}(\rho X(1-\rho))=\operatorname{tr}((1-\rho)\rho X)$ and $(1-\rho)\rho=\rho-\rho^2$. Therefore

$$S(X+c)=S(X)+2c\operatorname{tr}\big((\rho-\rho^2)X\big)+c^2\operatorname{tr}(\rho-\rho^2).$$

This holds for arbitrary square matrices. In the proof, `e` is the expansion and `t` the equality of the linear traces.

```lean
/-- Replacing `X` by `X + c`, that is, moving the origin by `-c`, changes the spread by
`2 c tr((ρ - ρ²) X) + c² tr(ρ - ρ²)`. -/
theorem spread_shift (ρ X : Matrix n n ℂ) (c : ℝ) :
    spread ρ (X + (c : ℂ) • (1 : Matrix n n ℂ)) = spread ρ X
      + 2 * c * trace ((ρ - ρ ^ 2) * X) + (c : ℂ) ^ 2 * trace (ρ - ρ ^ 2) := by
  have e : ρ * (X + (c : ℂ) • (1 : Matrix n n ℂ)) * (1 - ρ)
        * (X + (c : ℂ) • (1 : Matrix n n ℂ))
      = ρ * X * (1 - ρ) * X + (c : ℂ) • (ρ * X * (1 - ρ))
        + (c : ℂ) • ((ρ - ρ ^ 2) * X) + ((c : ℂ) ^ 2) • (ρ - ρ ^ 2) := by
    simp only [mul_add, add_mul, mul_sub, sub_mul, smul_mul_assoc, mul_smul_comm,
      mul_one, smul_add, smul_sub, smul_smul, pow_two, mul_assoc]
    module
  -- the two terms linear in the shift have the same trace
  have t : trace (ρ * X * (1 - ρ)) = trace ((ρ - ρ ^ 2) * X) := by
    have h : (1 - ρ) * ρ = ρ - ρ ^ 2 := by noncomm_ring
    rw [trace_mul_comm (ρ * X) (1 - ρ), ← Matrix.mul_assoc, h]
  rw [spread, e, spread]
  simp only [trace_add, trace_smul, t, smul_eq_mul]
  ring
```

In terms of the eigenvalues, the quadratic coefficient is $\sum_k f_k(1-f_k)$. Two spin orbitals with $f_k=1/2$ contribute $1/2$. If all other eigenvalues are 0 or 1 and the diagonal position elements of these two spin orbitals vanish, moving the origin by 10 bohr adds 50 bohr² to the spread.

## Occupations between 0 and 1

The condition $0\le\rho\le1$ says that the occupation of every spin orbital lies between zero and one; the upper bound is the Pauli principle. In Lean it is the pair `ρ.PosSemidef` and `(1 - ρ).PosSemidef`, which also contains the Hermiticity of $\rho$. Since $\rho$ commutes with $1-\rho$,

$$\rho-\rho^2=\rho(1-\rho)\rho+(1-\rho)\rho(1-\rho).$$

Each term has the form $B^\dagger MB$ with $M$ positive semidefinite, so $\rho-\rho^2$ is positive semidefinite too.

```lean
/-- If `0 ≤ ρ ≤ 1`, then `ρ - ρ²` is positive semidefinite. -/
theorem smearing_posSemidef {ρ : Matrix n n ℂ}
    (h0 : ρ.PosSemidef) (h1 : (1 - ρ).PosSemidef) : (ρ - ρ ^ 2).PosSemidef := by
  have a := h1.conjTranspose_mul_mul_same ρ
  have b := h0.conjTranspose_mul_mul_same (1 - ρ)
  rw [h0.isHermitian.eq] at a
  rw [h1.isHermitian.eq] at b
  -- split ρ(1 - ρ) into two manifestly positive pieces
  have e : ρ - ρ ^ 2 = ρ * (1 - ρ) * ρ + (1 - ρ) * ρ * (1 - ρ) := by noncomm_ring
  rw [e]
  exact a.add b
```

Suppose now that, for one given $X$, every real shift leaves $S$ unchanged. The shifts $c=1$ and $c=-1$ give

$$\pm2\operatorname{tr}\big((\rho-\rho^2)X\big)+\operatorname{tr}(\rho-\rho^2)=0 .$$

Averaging the two equations gives $\operatorname{tr}(\rho-\rho^2)=0$. A positive semidefinite matrix with zero trace is zero, so $\rho^2=\rho$. Conversely, if $\rho^2=\rho$, both coefficients in the shift formula vanish. The theorem is stated for each fixed matrix $X$, and $X$ need not be Hermitian. In the code, `hp` and `hm` are the two opposite shifts, and `linear_combination` averages them.

```lean
/-- For `0 ≤ ρ ≤ 1` and any matrix `X`, the spread is unchanged under every real shift
of the origin if and only if `ρ` is idempotent. -/
theorem spread_shift_invariant_iff {ρ : Matrix n n ℂ}
    (h0 : ρ.PosSemidef) (h1 : (1 - ρ).PosSemidef) (X : Matrix n n ℂ) :
    (∀ c : ℝ, spread ρ (X + (c : ℂ) • (1 : Matrix n n ℂ)) = spread ρ X)
      ↔ ρ ^ 2 = ρ := by
  constructor
  · intro h
    -- opposite shifts cancel the linear term
    have hp := h 1
    have hm := h (-1)
    rw [spread_shift] at hp hm
    push_cast at hp hm
    have ht : trace (ρ - ρ ^ 2) = 0 := by linear_combination (hp + hm) / 2
    have hz := (smearing_posSemidef h0 h1).trace_eq_zero_iff.mp ht
    exact (sub_eq_zero.mp hz).symm
  · intro h c
    rw [spread_shift, h]
    simp
```

## The commutator as a lower bound

For Hermitian $X$, the smearing term equals $\operatorname{tr}(X^\dagger(\rho-\rho^2)X)$, which is nonnegative when $0\le\rho\le1$. Half the squared commutator norm, which does not depend on the origin, is therefore a lower bound on the spread. The inequality is between complex numbers, where `≤` means equal imaginary parts and ordered real parts, so it also says that the spread is real.

```lean
/-- For `0 ≤ ρ ≤ 1` and Hermitian `X`, the spread is real and at least half the squared
Frobenius norm of the commutator of `ρ` and `X`. -/
theorem half_commutator_le_spread {ρ X : Matrix n n ℂ}
    (h0 : ρ.PosSemidef) (h1 : (1 - ρ).PosSemidef) (hX : X.IsHermitian) :
    (frobSq (ρ * X - X * ρ) : ℂ) / 2 ≤ spread ρ X := by
  rw [spread_eq_commutator_add_smearing h0.isHermitian hX]
  have p := ((smearing_posSemidef h0 h1).conjTranspose_mul_mul_same X).trace_nonneg
  have t : trace (Xᴴ * (ρ - ρ ^ 2) * X) = trace ((ρ - ρ ^ 2) * X ^ 2) := by
    rw [hX.eq, Matrix.mul_assoc, trace_mul_comm X, Matrix.mul_assoc, pow_two X]
  rw [t] at p
  exact le_add_of_nonneg_right p
```

For a projector the smearing term is zero, and the bound becomes an equality.

```lean
/-- For a Hermitian idempotent `ρ` and Hermitian `X`, the spread is exactly half the
squared Frobenius norm of their commutator. -/
theorem spread_of_projector {ρ X : Matrix n n ℂ}
    (hρ : ρ.IsHermitian) (hX : X.IsHermitian) (hP : ρ ^ 2 = ρ) :
    spread ρ X = (frobSq (ρ * X - X * ρ) : ℂ) / 2 := by
  rw [spread_eq_commutator_add_smearing hρ hX, hP, sub_self, Matrix.zero_mul,
    trace_zero, add_zero]
```

## An occupation above one

At a fixed $X$, the condition $\rho\ge0$ alone does not allow one to infer $\rho^2=\rho$ from shift invariance. Take

$$\rho=\begin{pmatrix}6/5&0\\0&3/5\end{pmatrix},\qquad X=\begin{pmatrix}0&1\\1&0\end{pmatrix}.$$

The diagonal entries of $\rho-\rho^2$ are $-6/25$ and $6/25$, so its trace is zero. Its product with the off-diagonal $X$ also has zero trace. Every shift leaves the spread unchanged, yet $\rho$ is not a projector. The proof computes the two traces as `a` and `b`, and rules out idempotence from the upper left entry.

```lean
/-- With occupations `6/5` and `3/5` and the position matrix with zero diagonal and both
off-diagonal entries `1`, the spread is unchanged under every real shift although `ρ` is not
idempotent. -/
theorem overfilled_shift_invariant :
    (∀ c : ℝ, spread !![(6 / 5 : ℂ), 0; 0, 3 / 5]
        (!![(0 : ℂ), 1; 1, 0] + (c : ℂ) • (1 : Matrix (Fin 2) (Fin 2) ℂ))
      = spread !![(6 / 5 : ℂ), 0; 0, 3 / 5] !![(0 : ℂ), 1; 1, 0])
    ∧ !![(6 / 5 : ℂ), 0; 0, 3 / 5] ^ 2 ≠ !![(6 / 5 : ℂ), 0; 0, 3 / 5] := by
  constructor
  · intro c
    -- both coefficients of the shift polynomial vanish
    have a : trace ((!![(6 / 5 : ℂ), 0; 0, 3 / 5] - !![(6 / 5 : ℂ), 0; 0, 3 / 5] ^ 2)
        * !![(0 : ℂ), 1; 1, 0]) = 0 := by
      norm_num [pow_two, trace_fin_two, Matrix.mul_apply, Fin.sum_univ_two]
    have b : trace (!![(6 / 5 : ℂ), 0; 0, 3 / 5]
        - !![(6 / 5 : ℂ), 0; 0, 3 / 5] ^ 2) = 0 := by
      norm_num [pow_two, trace_fin_two, Matrix.mul_apply, Fin.sum_univ_two]
    rw [spread_shift, a, b, mul_zero, mul_zero, add_zero, add_zero]
  · intro h
    have h' := congrFun (congrFun h 0) 0
    norm_num [pow_two, Matrix.mul_apply, Fin.sum_univ_two] at h'

end SmearedQuantumMetric
```

Occupations slightly above one do occur in calculations, for example with Methfessel–Paxton smearing; the value $6/5$ is chosen here for simple fractions.

```lean
#print axioms SmearedQuantumMetric.spread_shift_invariant_iff
#print axioms SmearedQuantumMetric.half_commutator_le_spread
#print axioms SmearedQuantumMetric.spread_of_projector
#print axioms SmearedQuantumMetric.overfilled_shift_invariant
```

```
'SmearedQuantumMetric.spread_shift_invariant_iff' depends on axioms: [propext, Classical.choice, Quot.sound]
'SmearedQuantumMetric.half_commutator_le_spread' depends on axioms: [propext, Classical.choice, Quot.sound]
'SmearedQuantumMetric.spread_of_projector' depends on axioms: [propext, Classical.choice, Quot.sound]
'SmearedQuantumMetric.overfilled_shift_invariant' depends on axioms: [propext, Classical.choice, Quot.sound]
```
